# The linear spin-wave energy per site of even nearest-neighbour Heisenberg antiferromagnetic rings rises to the infinite-chain value

To estimate the energy per site of a long antiferromagnetic Heisenberg chain with nearest-neighbour exchange, I add up the magnon zero-point energies over the \(N\) wave numbers of a ring, repeat this for larger even \(N\), and extrapolate. Every ring I have tried lies below the infinite-chain integral, and the values climb steadily. But a sum over sample points can miss an integral on either side. Can I rely on the sign of the error, or might it flip at some larger \(N\)?

## Even rings sample both zeros of the dispersion

The sign never flips. In linear spin-wave theory the magnon frequency is proportional to \(|\sin k|\). An even ring contains both \(k=0\) and \(k=\pi\), where this function vanishes, and between these points it is concave. The ring average is therefore a trapezoidal rule whose chords lie below the curve. A closed form also gives the monotonic rise and an error bound.

Take the spin Hamiltonian \(J\sum_i\mathbf S_i\cdot\mathbf S_{i+1}\), with each bond of the ring counted once (for \(N=2\), two bonds join the same pair of spins), exchange \(J>0\), spin length \(S>0\), \(\hbar=1\) and unit lattice spacing. The quadratic boson Hamiltonian has coefficients \(A=2JS\) and \(B=2JS\cos k\). The equations of motion for a boson \(a\) on one sublattice and \(b^\dagger\) on the other have the matrix
\[
\begin{pmatrix}A&B\\-B&-A\end{pmatrix},\qquad
\begin{pmatrix}A&B\\-B&-A\end{pmatrix}^2=(A^2-B^2)\,I ,
\]
so \(\omega=\sqrt{A^2-B^2}=2JS|\sin k|\). Bosons on a sublattice of \(N/2\) sites have \(N/2\) distinct wave numbers, each with two modes of frequency \(\omega\) and a zero-point term \(\omega-A\). A sum over all \(N\) wave numbers of the ring counts each of these twice, because \(k\) and \(k+\pi\) are equivalent for a sublattice, so each wave number contributes \((\omega-A)/2=JS(|\sin k|-1)\). With \(m_N\) the average of \(|\sin k|\) over \(k=2\pi j/N\), \(0\le j<N\), the energy per site is
\[
e_N=-JS^2-JS(1-m_N).
\]
For the infinite chain, \(m_N\) is replaced by \(\frac1{2\pi}\int_0^{2\pi}|\sin k|\,dk=\frac{4}{2\pi}=\frac2\pi\), which gives \(e_\infty\).

**Closed form.** Let \(N=2M\) and \(x=\pi/N\). Since \(2\sin x\sin(2jx)=\cos((2j-1)x)-\cos((2j+1)x)\), the sum telescopes:
\[
2\sin x\sum_{j=0}^{M-1}\sin(2jx)=\cos x-\cos(\pi-x)=2\cos x .
\]
These sines are nonnegative, so the first half of the ring contributes \(\cot x\). Shifting \(j\) by \(M\) only changes the sign of the sine, so the second half contributes the same. Hence
\[
m_N=\frac2N\cot\frac\pi N=\frac2\pi\,x\cot x .
\]

**Monotonic rise.** A larger ring has a smaller \(x\), so let \(0<x<y\le\pi/2\). The point \(y-x\) lies strictly between \(0\) and \(x+y\), and strict concavity of sine on \([0,\pi]\) gives
\[
\sin(y-x)>\frac{y-x}{x+y}\,\sin(x+y).
\]
Multiplying by \(x+y\) and expanding both sines leaves \(2x\cos x\sin y>2y\cos y\sin x\), which is \(x\cot x>y\cot y\).

**Error bound.** For \(0<x<\pi/2\), \(x<\tan x\) gives \(x\cot x<1\); at \(x=\pi/2\), the ring with \(N=2\), the left side is \(0\). From \(\sin x<x\) and \(\cos x\ge0\) we get \(x\cot x\ge\cos x\ge1-x^2/2\). Therefore
\[
\frac2\pi-\frac{\pi}{N^2}\le m_N<\frac2\pi,\qquad
0<e_\infty-e_N\le\frac{\pi JS}{N^2},
\]
and the limit follows.

## The energies as Lean defines them

`motionMatrix` and `magnonFreq` encode the matrix and \(\sqrt{A^2-B^2}\). `ringEnergy J S N` is the classical term plus the average of \((\omega-A)/2\), with `Finset.range N` supplying \(j=0,\dots,N-1\). `chainEnergy J S` has the integral over the zone in place of the average, so \(2/\pi\) is computed and not put in.

For real `J` and `S`, both positive, `ringEnergy_approaches_chain_from_below` states four things:

- the closed form for every even \(N\ge2\);
- a strict increase between any two even sizes \(N<N'\), with \(N\ge2\);
- the strict upper bound by the chain energy, with a gap of at most \(\pi JS/N^2\);
- convergence along the sizes `2 * M`.

An odd ring cannot be divided into two alternating sublattices, so `ringEnergy` is a spin-wave energy only for even \(N\). The ordering of the averages also depends on evenness, as a purely mathematical matter: \(m_3=1/\sqrt3\approx0.577\) exceeds \(m_4=0.5\), so \(m_N\) does not increase along all \(N\ge2\).

The coefficients \(A\) and \(B\) and the zero-point formula are taken as definitions; their derivation from the Heisenberg model is not in the file. Magnon interactions are absent, and in one dimension quantum fluctuations destroy the Néel order from which the expansion starts. The error bound thus controls the finite-size error of the harmonic estimate, not its distance from the exact Heisenberg energy.

```lean
import Mathlib

open Real Filter Topology

namespace AntiferromagneticRingSpinWaves

noncomputable section

/-- Average of `|sin k|` over the wave numbers `k = 2πj/N`, `0 ≤ j < N`, of a ring of
`N > 0` sites. -/
def meanAbsSin (N : ℕ) : ℝ :=
  (∑ j ∈ Finset.range N, |Real.sin (2 * π * (j : ℝ) / (N : ℝ))|) / (N : ℝ)

/-- Matrix of the linearised equations of motion for a boson `a` on one sublattice and
`b†` on the other, with coefficients `A = 2JS` and `B = 2JS cos k`. -/
def motionMatrix (J S k : ℝ) : Matrix (Fin 2) (Fin 2) ℝ :=
  !![2 * J * S, 2 * J * S * Real.cos k; -(2 * J * S * Real.cos k), -(2 * J * S)]

/-- Magnon frequency `√(A² - B²)` with `A = 2JS` and `B = 2JS cos k`. -/
def magnonFreq (J S k : ℝ) : ℝ :=
  √((2 * J * S) ^ 2 - (2 * J * S * Real.cos k) ^ 2)

/-- For `J, S > 0` and even `N > 0`, the spin-wave energy per site of an antiferromagnetic ring of
`N` sites: the classical energy `-JS²` plus the average of the zero-point terms `(ω - A)/2` over the
wave numbers of the ring. -/
def ringEnergy (J S : ℝ) (N : ℕ) : ℝ :=
  -(J * S ^ 2) + (∑ j ∈ Finset.range N,
    (magnonFreq J S (2 * π * (j : ℝ) / (N : ℝ)) - 2 * J * S) / 2) / (N : ℝ)

/-- For `J, S > 0`, the spin-wave energy per site of the infinite antiferromagnetic chain: the
classical energy `-JS²` plus the zero-point terms `(ω - A)/2`, which are averaged over the Brillouin
zone by an integral. -/
def chainEnergy (J S : ℝ) : ℝ :=
  -(J * S ^ 2) + (∫ k in (0 : ℝ)..(2 * π), (magnonFreq J S k - 2 * J * S) / 2) / (2 * π)

/-- Telescoping sum of sines at equally spaced angles. -/
theorem two_sin_mul_sum (x : ℝ) (n : ℕ) :
    2 * Real.sin x * ∑ k ∈ Finset.range n, Real.sin (2 * (k : ℝ) * x)
      = Real.cos x - Real.cos ((2 * (n : ℝ) - 1) * x) := by
  induction n with
  | zero => simp
  | succ n ih =>
    have h1 : (2 * (n : ℝ) - 1) * x = 2 * n * x - x := by ring
    have h2 : (2 * ((n + 1 : ℕ) : ℝ) - 1) * x = 2 * n * x + x := by push_cast; ring
    rw [Finset.sum_range_succ, mul_add, ih, h1, h2, Real.cos_sub, Real.cos_add]
    ring

/-- For even `N ≥ 2` the average of `|sin k|` over the ring is `(2/N) cot(π/N)`. -/
theorem meanAbsSin_eq {N : ℕ} (hN : Even N) (h2 : 2 ≤ N) :
    meanAbsSin N = 2 / (N : ℝ) * Real.cot (π / N) := by
  obtain ⟨M, rfl⟩ := hN
  have hM : (1 : ℝ) ≤ M := by exact_mod_cast (by omega : 1 ≤ M)
  have hN0 : (0 : ℝ) < ((M + M : ℕ) : ℝ) := Nat.cast_pos.mpr (by omega)
  obtain ⟨x, hx⟩ : ∃ x : ℝ, x = π / ((M + M : ℕ) : ℝ) := ⟨_, rfl⟩
  have hx0 : 0 < x := by rw [hx]; exact div_pos pi_pos hN0
  have hMx : 2 * (M : ℝ) * x = π := by
    have h := (eq_div_iff hN0.ne').mp hx
    push_cast at h
    linarith
  have hs : 0 < Real.sin x :=
    Real.sin_pos_of_pos_of_lt_pi hx0 (by nlinarith [mul_le_mul_of_nonneg_right hM hx0.le])
  have h0 : ∀ k ∈ Finset.range M, 0 ≤ Real.sin (2 * (k : ℝ) * x) := by
    intro k hk
    have hk' : (k : ℝ) ≤ M := by exact_mod_cast (Finset.mem_range.mp hk).le
    exact Real.sin_nonneg_of_nonneg_of_le_pi (by positivity)
      (by nlinarith [mul_le_mul_of_nonneg_right hk' hx0.le])
  -- both halves of the ring contribute the same sum of sines
  have hA : ∀ k ∈ Finset.range M,
      |Real.sin (2 * π * (k : ℝ) / ((M + M : ℕ) : ℝ))| = Real.sin (2 * (k : ℝ) * x) := by
    intro k hk
    have e : 2 * π * (k : ℝ) / ((M + M : ℕ) : ℝ) = 2 * k * x := by rw [hx]; ring
    rw [e, abs_of_nonneg (h0 k hk)]
  have hB : ∀ k ∈ Finset.range M,
      |Real.sin (2 * π * ((M + k : ℕ) : ℝ) / ((M + M : ℕ) : ℝ))|
        = Real.sin (2 * (k : ℝ) * x) := by
    intro k hk
    have e : 2 * π * ((M + k : ℕ) : ℝ) / ((M + M : ℕ) : ℝ) = 2 * k * x + 2 * M * x := by
      rw [hx, Nat.cast_add M k]; ring
    rw [e, hMx, Real.sin_add_pi, abs_neg, abs_of_nonneg (h0 k hk)]
  have hS := two_sin_mul_sum x M
  rw [show (2 * (M : ℝ) - 1) * x = π - x by linarith, Real.cos_pi_sub] at hS
  have hS' : ∑ k ∈ Finset.range M, Real.sin (2 * (k : ℝ) * x)
      = Real.cos x / Real.sin x := by
    rw [eq_div_iff hs.ne']; linarith
  rw [meanAbsSin, Finset.sum_range_add, Finset.sum_congr rfl hA, Finset.sum_congr rfl hB,
    ← hx, Real.cot_eq_cos_div_sin, hS']
  ring

/-- The average of `|sin k|` strictly increases with the even number `N ≥ 2` of sites. -/
theorem meanAbsSin_lt {N N' : ℕ} (hN : Even N) (hN' : Even N') (h2 : 2 ≤ N) (h : N < N') :
    meanAbsSin N < meanAbsSin N' := by
  have e (n : ℕ) (c : ℝ) : 2 / (n : ℝ) * c = 2 / π * (π / n * c) := by
    have := pi_ne_zero
    field_simp
  have hN2 : (2 : ℝ) ≤ N := by exact_mod_cast h2
  have hlt : (N : ℝ) < N' := by exact_mod_cast h
  have hx : 0 < π / (N' : ℝ) := div_pos pi_pos (by linarith)
  have hxy : π / (N' : ℝ) < π / N := div_lt_div_of_pos_left pi_pos (by linarith) hlt
  have hy : π / (N : ℝ) ≤ π / 2 := div_le_div_of_nonneg_left pi_pos.le (by norm_num) hN2
  rw [meanAbsSin_eq hN h2, meanAbsSin_eq hN' (by omega), e N _, e N' _]
  refine mul_lt_mul_of_pos_left ?_ (by positivity)
  generalize π / (N' : ℝ) = x at *
  generalize π / (N : ℝ) = y at *
  have hv : 0 < x + y := by linarith
  have hsx : 0 < Real.sin x := Real.sin_pos_of_pos_of_lt_pi hx (by linarith)
  have hsy : 0 < Real.sin y := Real.sin_pos_of_pos_of_lt_pi (by linarith) (by linarith)
  -- strict concavity of the sine between 0 and x + y, evaluated at y - x
  have hc := strictConcaveOn_sin_Icc.2
    (show x + y ∈ Set.Icc 0 π from ⟨hv.le, by linarith⟩)
    (show (0 : ℝ) ∈ Set.Icc 0 π from ⟨le_rfl, pi_pos.le⟩) hv.ne'
    (show 0 < (y - x) / (x + y) from div_pos (by linarith) hv)
    (show 0 < 2 * x / (x + y) from div_pos (by linarith) hv)
    (by rw [← add_div, div_eq_one_iff_eq hv.ne']; ring)
  have e1 : (y - x) / (x + y) * (x + y) = y - x := by field_simp
  simp only [smul_eq_mul, Real.sin_zero, mul_zero, add_zero] at hc
  rw [e1, div_mul_eq_mul_div, div_lt_iff₀ hv, Real.sin_add, Real.sin_sub] at hc
  rw [Real.cot_eq_cos_div_sin, Real.cot_eq_cos_div_sin, ← mul_div_assoc, ← mul_div_assoc,
    div_lt_div_iff₀ hsy hsx]
  linarith

/-- For even `N ≥ 2` the average of `|sin k|` lies below `2/π`, by at most `π/N²`. -/
theorem meanAbsSin_bounds {N : ℕ} (hN : Even N) (h2 : 2 ≤ N) :
    2 / π - π / (N : ℝ) ^ 2 ≤ meanAbsSin N ∧ meanAbsSin N < 2 / π := by
  have hN2 : (2 : ℝ) ≤ N := by exact_mod_cast h2
  have hN0 : (0 : ℝ) < N := by linarith
  have hpi := pi_pos
  have e (c : ℝ) : 2 / (N : ℝ) * c = 2 / π * (π / N * c) := by field_simp
  have e2 : 2 / π - π / (N : ℝ) ^ 2 = 2 / π * (1 - (π / N) ^ 2 / 2) := by
    field_simp
  have hx : 0 < π / (N : ℝ) := by positivity
  have hy : π / (N : ℝ) ≤ π / 2 := div_le_div_of_nonneg_left hpi.le (by norm_num) hN2
  rw [meanAbsSin_eq hN h2, e, e2]
  generalize π / (N : ℝ) = x at *
  have hs : 0 < Real.sin x := Real.sin_pos_of_pos_of_lt_pi hx (by linarith)
  have hc : 0 ≤ Real.cos x :=
    Real.cos_nonneg_of_neg_pi_div_two_le_of_le (by linarith) hy
  have hl : 1 - x ^ 2 / 2 ≤ x * Real.cot x := by
    rw [Real.cot_eq_cos_div_sin, ← mul_div_assoc, le_div_iff₀ hs]
    nlinarith [mul_le_mul_of_nonneg_right (Real.one_sub_sq_div_two_le_cos (x := x)) hs.le,
      mul_le_mul_of_nonneg_left (Real.sin_lt hx).le hc]
  have hu : x * Real.cot x < 1 := by
    rw [Real.cot_eq_cos_div_sin, ← mul_div_assoc, div_lt_one hs]
    rcases hy.eq_or_lt with h | h
    · rw [h, Real.cos_pi_div_two, Real.sin_pi_div_two]; norm_num
    · have ht := Real.lt_tan hx h
      rwa [Real.tan_eq_sin_div_cos,
        lt_div_iff₀ (Real.cos_pos_of_mem_Ioo ⟨by linarith, h⟩)] at ht
  have hp : 0 < 2 / π := by positivity
  exact ⟨mul_le_mul_of_nonneg_left hl hp.le, by nlinarith [mul_lt_mul_of_pos_left hu hp]⟩

/-- Along even ring sizes the average of `|sin k|` tends to `2/π`. -/
theorem meanAbsSin_tendsto :
    Tendsto (fun M : ℕ => meanAbsSin (2 * M)) atTop (𝓝 (2 / π)) := by
  have hlow : Tendsto (fun M : ℕ => 2 / π - π / (M : ℝ)) atTop (𝓝 (2 / π)) := by
    simpa using (tendsto_const_nhds (x := 2 / π)).sub
      (tendsto_const_div_atTop_nhds_zero_nat π)
  refine tendsto_of_tendsto_of_tendsto_of_le_of_le' hlow tendsto_const_nhds ?_ ?_
  · filter_upwards [eventually_ge_atTop 1] with M hM
    have hM' : (1 : ℝ) ≤ M := by exact_mod_cast hM
    have hb := (meanAbsSin_bounds (even_two_mul M) (by omega)).1
    have hd : π / ((2 * M : ℕ) : ℝ) ^ 2 ≤ π / M :=
      div_le_div_of_nonneg_left pi_pos.le (by linarith) (by push_cast; nlinarith)
    linarith
  · filter_upwards [eventually_ge_atTop 1] with M hM
    exact (meanAbsSin_bounds (even_two_mul M) (by omega)).2.le

/-- The square of the equation-of-motion matrix is the squared magnon frequency times the
identity. -/
theorem motionMatrix_sq (J S k : ℝ) :
    motionMatrix J S k * motionMatrix J S k
      = (magnonFreq J S k ^ 2) • (1 : Matrix (Fin 2) (Fin 2) ℝ) := by
  have h : 0 ≤ (2 * J * S) ^ 2 - (2 * J * S * Real.cos k) ^ 2 := by
    nlinarith [mul_nonneg (sq_nonneg (2 * J * S)) (sub_nonneg.mpr (Real.cos_sq_le_one k))]
  rw [magnonFreq, Real.sq_sqrt h]
  ext i j
  fin_cases i <;> fin_cases j <;>
    simp [motionMatrix, Matrix.mul_apply, Fin.sum_univ_succ] <;> ring

/-- For `J, S > 0` the magnon dispersion is `ω = 2JS |sin k|`. -/
theorem magnonFreq_eq {J S : ℝ} (hJ : 0 < J) (hS : 0 < S) (k : ℝ) :
    magnonFreq J S k = 2 * J * S * |Real.sin k| := by
  have h : (2 * J * S) ^ 2 - (2 * J * S * Real.cos k) ^ 2 = (2 * J * S * Real.sin k) ^ 2 := by
    linear_combination -(2 * J * S) ^ 2 * Real.sin_sq_add_cos_sq k
  rw [magnonFreq, h, Real.sqrt_sq_eq_abs, abs_mul, abs_of_pos (by positivity)]

/-- For `J, S > 0` the infinite chain has spin-wave energy `-JS² - JS(1 - 2/π)` per site. -/
theorem chainEnergy_eq {J S : ℝ} (hJ : 0 < J) (hS : 0 < S) :
    chainEnergy J S = -(J * S ^ 2) - J * S * (1 - 2 / π) := by
  have hi (a b : ℝ) : IntervalIntegrable (fun k => |Real.sin k|) MeasureTheory.volume a b :=
    Real.continuous_sin.abs.intervalIntegrable a b
  have h1 : ∫ k in (0 : ℝ)..π, |Real.sin k| = 2 := by
    have h : ∫ k in (0 : ℝ)..π, |Real.sin k| = ∫ k in (0 : ℝ)..π, Real.sin k :=
      intervalIntegral.integral_congr (fun k hk => by
        rw [Set.uIcc_of_le pi_pos.le] at hk
        exact abs_of_nonneg (Real.sin_nonneg_of_mem_Icc hk))
    rw [h, integral_sin, Real.cos_zero, Real.cos_pi]; norm_num
  -- the second half of the zone is the first half shifted by π
  have h2 : ∫ k in π..(2 * π), |Real.sin k| = 2 := by
    have h := intervalIntegral.integral_comp_add_right (a := 0) (b := π)
      (fun k => |Real.sin k|) π
    simp only [Real.sin_add_pi, abs_neg, zero_add] at h
    rw [two_mul, ← h, h1]
  have hI : ∫ k in (0 : ℝ)..(2 * π), |Real.sin k| = 4 := by
    rw [← intervalIntegral.integral_add_adjacent_intervals (hi 0 π) (hi π (2 * π)), h1, h2]
    norm_num
  have h (k : ℝ) : (magnonFreq J S k - 2 * J * S) / 2 = J * S * |Real.sin k| - J * S := by
    rw [magnonFreq_eq hJ hS]; ring
  simp only [chainEnergy, h]
  rw [intervalIntegral.integral_sub ((hi 0 (2 * π)).const_mul _) intervalIntegrable_const,
    intervalIntegral.integral_const_mul, intervalIntegral.integral_const, hI, smul_eq_mul]
  have := pi_ne_zero
  field_simp
  ring

/-- For `J, S > 0` the spin-wave energy per site of an even ring of `N ≥ 2` sites is
`-JS² - JS(1 - (2/N) cot(π/N))`, strictly increases with `N`, lies below the infinite-chain
value by at most `πJS/N²`, and tends to that value. -/
theorem ringEnergy_approaches_chain_from_below {J S : ℝ} (hJ : 0 < J) (hS : 0 < S) :
    (∀ N : ℕ, Even N → 2 ≤ N →
      ringEnergy J S N = -(J * S ^ 2) - J * S * (1 - 2 / (N : ℝ) * Real.cot (π / N))) ∧
    (∀ N N' : ℕ, Even N → Even N' → 2 ≤ N → N < N' →
      ringEnergy J S N < ringEnergy J S N') ∧
    (∀ N : ℕ, Even N → 2 ≤ N → ringEnergy J S N < chainEnergy J S ∧
      chainEnergy J S - ringEnergy J S N ≤ π * J * S / (N : ℝ) ^ 2) ∧
    Tendsto (fun M : ℕ => ringEnergy J S (2 * M)) atTop (𝓝 (chainEnergy J S)) := by
  have hJS : 0 < J * S := mul_pos hJ hS
  -- the ring energy is an affine function of the average of |sin k|
  have key (N : ℕ) (hN : 2 ≤ N) :
      ringEnergy J S N = -(J * S ^ 2) - J * S * (1 - meanAbsSin N) := by
    have hN0 : (N : ℝ) ≠ 0 := Nat.cast_ne_zero.mpr (by omega)
    have h (k : ℝ) : (magnonFreq J S k - 2 * J * S) / 2 = J * S * |Real.sin k| - J * S := by
      rw [magnonFreq_eq hJ hS]; ring
    simp only [ringEnergy, meanAbsSin, h]
    rw [Finset.sum_sub_distrib, ← Finset.mul_sum, Finset.sum_const, Finset.card_range,
      nsmul_eq_mul, sub_div, mul_div_cancel_left₀ _ hN0]
    ring
  refine ⟨fun N hN h2 => ?_, fun N N' hN hN' h2 h => ?_, fun N hN h2 => ?_, ?_⟩
  · rw [key N h2, meanAbsSin_eq hN h2]
  · rw [key N h2, key N' (by omega)]
    nlinarith [mul_lt_mul_of_pos_left (meanAbsSin_lt hN hN' h2 h) hJS]
  · obtain ⟨hl, hu⟩ := meanAbsSin_bounds hN h2
    rw [key N h2, chainEnergy_eq hJ hS]
    refine ⟨by nlinarith [mul_lt_mul_of_pos_left hu hJS], ?_⟩
    have e : π * J * S / (N : ℝ) ^ 2 = J * S * (π / (N : ℝ) ^ 2) := by ring
    rw [e]
    nlinarith [mul_le_mul_of_nonneg_left hl hJS.le]
  · rw [chainEnergy_eq hJ hS]
    have ht : Tendsto (fun M : ℕ => -(J * S ^ 2) - J * S * (1 - meanAbsSin (2 * M))) atTop
        (𝓝 (-(J * S ^ 2) - J * S * (1 - 2 / π))) :=
      tendsto_const_nhds.sub
        (tendsto_const_nhds.mul (tendsto_const_nhds.sub meanAbsSin_tendsto))
    refine ht.congr' ?_
    filter_upwards [eventually_ge_atTop 1] with M hM
    exact (key (2 * M) (by omega)).symm

end

end AntiferromagneticRingSpinWaves
```

```lean
#print axioms AntiferromagneticRingSpinWaves.motionMatrix_sq
#print axioms AntiferromagneticRingSpinWaves.ringEnergy_approaches_chain_from_below
```

```
'AntiferromagneticRingSpinWaves.motionMatrix_sq' depends on axioms: [propext, Classical.choice, Quot.sound]
'AntiferromagneticRingSpinWaves.ringEnergy_approaches_chain_from_below' depends on axioms: [propext, Classical.choice, Quot.sound]
```

## From the sine sum to the energy

`two_sin_mul_sum` proves the telescoping identity by induction; there the letter `k` is the integer index, written \(j\) above. `meanAbsSin_eq` splits the ring with `Finset.sum_range_add`, and `hA` and `hB` evaluate the two halves. `meanAbsSin_lt` and `meanAbsSin_bounds` prove the inequalities for \(x\cot x\), the latter treating \(x=\pi/2\) separately. `meanAbsSin_tendsto` squeezes the average between \(2/\pi-\pi/M\) and \(2/\pi\).

On the physical side, `motionMatrix_sq` checks the squared matrix entry by entry, `magnonFreq_eq` gives the dispersion, and `chainEnergy_eq` integrates over two half-zones, each contributing 2. In the final theorem, `key` writes the ring energy as the affine function of \(m_N\) given above, which carries all the results over to the energies.

## Strict concavity in place of a derivative

The monotonic rise needs no differentiation of \(x\cot x\), because Mathlib provides `strictConcaveOn_sin_Icc`. Its second component, `.2`, takes two distinct points of \([0,\pi]\) and two positive weights with sum 1, and returns the strict chord inequality. The file supplies the points \(x+y\) and \(0\), with weights \((y-x)/(x+y)\) and \(2x/(x+y)\). The term at \(0\) vanishes, and `e1` identifies the weighted point as \(y-x\). After `Real.sin_add` and `Real.sin_sub` expand the sines, the required inequality is linear in the remaining products, so `linarith` closes the goal.
